# If F and F′ are integrable on r > 0 and F(r) → 0 as r → 0⁺, then F′ integrates to zero

Let F be a real function of r, differentiable at every r > 0, with F and F′ both integrable over r > 0 and F(r) → 0 as r → 0⁺. The lemma says that the integral of F′ over the half-line, taken with plain dr and no r² weight, is zero: there is no boundary term at either end. No Hamiltonian or wavefunction enters the statement. The proof first gets F → 0 at infinity from the integrability of F and F′. It then sets the value of F at the origin to 0, so that the function is continuous there from the right, and applies the fundamental theorem of calculus on the half-line.

As first written in Lean, the proof fails:

```lean
import Mathlib

open MeasureTheory Set Filter Topology

namespace IntegralDerivativeEqZero

noncomputable section

/-- If `F` and its derivative are integrable on `r > 0` and `F r` tends to zero as `r → 0⁺`, the
derivative integrates to zero. -/
theorem integral_derivative_eq_zero {F F' : ℝ → ℝ} (hD : ∀ r ∈ Ioi (0 : ℝ), HasDerivAt F (F' r) r)
    (hF : IntegrableOn F (Ioi 0)) (hF' : IntegrableOn F' (Ioi 0))
    (hb : Tendsto F (𝓝[>] 0) (𝓝 0)) : ∫ r in Ioi (0 : ℝ), F' r = 0 := by
  have htop := tendsto_zero_of_hasDerivAt_of_integrableOn_Ioi hD hF' hF
  -- give `F` its limiting value at the origin
  have hu : ∀ x : ℝ, 0 < x → Function.update F 0 0 x = F x :=
    fun x hx => Function.update_of_ne hx.ne' _ _
  have key := integral_Ioi_of_hasDerivAt_of_tendsto (f := Function.update F 0 0) (f' := F')
    (a := 0) (m := 0)
    (by rw [continuousWithinAt_update_same, Ici_diff_left]; exact hb)
    (fun r hr => (hD r hr).congr_of_eventuallyEq (by
      filter_upwards [Ioi_mem_nhds hr] with x hx
      exact hu x hx))
    hF'
    (htop.congr' (by
      filter_upwards [eventually_gt_atTop (0 : ℝ)] with x hx
      exact (hu x hx).symm))
  simpa using key

end

end IntegralDerivativeEqZero
```

Messages:

```
Main.lean:20:44: error(lean.unknownIdentifier): Unknown identifier `Ici_diff_left`
Main.lean:20:5: error: unsolved goals
F F' : ℝ → ℝ
hD : ∀ r ∈ Ioi 0, HasDerivAt F (F' r) r
hF : IntegrableOn F (Ioi 0) volume
hF' : IntegrableOn F' (Ioi 0) volume
hb : Tendsto F (𝓝[>] 0) (𝓝 0)
htop : Tendsto F atTop (𝓝 0)
hu : ∀ (x : ℝ), 0 < x → Function.update F 0 0 x = F x
⊢ Tendsto F (𝓝[Ici 0 \ {0}] 0) (𝓝 0)
```

Cause. The first message says that Lean finds nothing called `Ici_diff_left`, even with the file's open namespaces. The name was meant to rewrite the set `Ici 0 \ {0}`, the points r ≥ 0 with the origin removed, as `Ioi 0`, the points r > 0.

The second message shows the goal left over. The rewrite with `continuousWithinAt_update_same` had worked, and turned continuity at the origin into a limit of `F` along `𝓝[Ici 0 \ {0}] 0`. The hypothesis `hb` gives the same limit along `𝓝[>] 0`, so the step that was to match the two sets was missing.

The repair keeps the first rewrite and does without the second. `hb.mono_left` carries the limit over to the filter in the goal, and `nhdsWithin_mono` justifies this once `Ici 0 \ {0}` is shown to lie inside `Ioi 0`. That is what `lt_of_le_of_ne` proves: a point with 0 ≤ x and x ≠ 0 has 0 < x. Spreading the block over several lines is mere layout.

The change, after which it compiles:

```diff
@@ -18,5 +18,8 @@
   have key := integral_Ioi_of_hasDerivAt_of_tendsto (f := Function.update F 0 0) (f' := F')
     (a := 0) (m := 0)
-    (by rw [continuousWithinAt_update_same, Ici_diff_left]; exact hb)
+    (by
+      rw [continuousWithinAt_update_same]
+      exact hb.mono_left (nhdsWithin_mono 0 fun x hx =>
+        lt_of_le_of_ne hx.1 fun e => hx.2 e.symm))
     (fun r hr => (hD r hr).congr_of_eventuallyEq (by
       filter_upwards [Ioi_mem_nhds hr] with x hx
```
